# Linear Galerkin elements for \(-u''=f\) on a grounded interval: exact at the nodes, never too high in energy

A mesh test for a one-dimensional Poisson solver takes a source whose potential is known, solves on a coarse mesh and compares. With linear elements, a continuous source, grounded ends and exactly integrated loads, the choice of what to compare matters. The nodal potentials agree with the true ones on every mesh, so they say nothing about whether the mesh is fine enough. The field energy does: it comes out too low on every mesh unless the source vanishes throughout. This bears on the electrostatic part of electronic-structure models that vary along one direction only, for a given charge density and a uniform permittivity.

## Nodal values and energy, element by element

Let \(-u''=f\) on \([0,L]\) with \(f\) continuous and \(u(0)=u(L)=0\). For a charge density \(\rho\) and permittivity \(\varepsilon\), \(f=\rho/\varepsilon\), and the field energy per unit area is \(\tfrac{\varepsilon}{2}\int_0^L u'^2\,dt\).

Take nodes \(0=x_0<x_1<\dots<x_N=L\) with \(N\ge 1\), and write \(h_k=x_{k+1}-x_k\) for \(0\le k<N\). A continuous piecewise-linear function \(U\) is fixed by its nodal values \(c_k\), and its slope on element \(k\) is \(s_k(c)=(c_{k+1}-c_k)/h_k\). It is the Galerkin solution if \(c_0=c_N=0\) and

\[
\int_0^L U'V'\,dt=\int_0^L fV\,dt
\]

for every piecewise-linear \(V\) on the same mesh, with nodal values \(v_k\), that vanishes at both ends.

**Stiffness side.** The slopes are constant on each element, so

\[
\int_0^L U'V'\,dt=\sum_{k=0}^{N-1} s_k(c)\,s_k(v)\,h_k=\sum_{k=0}^{N-1} s_k(v)\,(c_{k+1}-c_k).
\]

**Load side.** On element \(k\), where \(V'=s_k(v)\),

\[
\frac{d}{dt}\bigl[s_k(v)\,u-u'V\bigr]=s_k(v)\,u'+fV-u's_k(v)=fV .
\]

Integrating over the element gives

\[
\int_{x_k}^{x_{k+1}}fV\,dt=s_k(v)\,\bigl(u(x_{k+1})-u(x_k)\bigr)-\bigl(u'(x_{k+1})v_{k+1}-u'(x_k)v_k\bigr).
\]

Summed over \(k\), the last bracket telescopes to \(u'(L)v_N-u'(0)v_0=0\). The load therefore has the same form as the stiffness side, with \(u(x_k)\) in place of \(c_k\).

**Nodal exactness.** If \(c_k=u(x_k)\) at every node, the two sides agree for every \(V\), and \(U\) is the Galerkin solution. Conversely, let \(U\) be the Galerkin solution and put \(w_k=u(x_k)-c_k\). Then \(w_0=w_N=0\), so \(v=w\) is an allowed test. Subtracting the two sides gives

\[
0=\sum_{k=0}^{N-1} s_k(w)\,(w_{k+1}-w_k)=\sum_{k=0}^{N-1} s_k(w)^2\,h_k .
\]

Every slope \(s_k(w)\) is zero, and since \(w_0=0\), every \(w_k\) is zero.

**Energy.** Write \(s=s_k(c)\). By nodal exactness \(\int_{x_k}^{x_{k+1}}u'\,dt=u(x_{k+1})-u(x_k)=s\,h_k\), so \(s\) is the mean of \(u'\) over the element. Hence

\[
\int_{x_k}^{x_{k+1}}u'^2\,dt=\int_{x_k}^{x_{k+1}}(u'-s)^2\,dt+2s\cdot s\,h_k-s^2h_k=\int_{x_k}^{x_{k+1}}(u'-s)^2\,dt+s^2h_k .
\]

Summing over the elements,

\[
\int_0^L u'^2\,dt=\int_0^L U'^2\,dt+\int_0^L(u'-U')^2\,dt ,
\]

and so \(\int U'^2\le\int u'^2\).

If \(f(a)\ne0\) for some \(a\) in element \(k\), then \(u'\) cannot be constant there, because its derivative at \(a\) is \(-f(a)\). The continuous function \((u'-s)^2\) is then positive somewhere on the element, its integral is positive, and the inequality is strict.

## Why the load must be integrated exactly

Take \(L=1\), \(f(t)=12t(1-t)\) and nodes \(0,\tfrac12,1\). The exact potential is \(u=t-2t^3+t^4\), with \(u(\tfrac12)=\tfrac5{16}\) and \(\int u'^2=\tfrac{17}{35}\approx0.486\). Now replace the load integral by the trapezoidal rule on each element. For the hat function at the middle node the equation becomes \(4c_1=\tfrac12 f(\tfrac12)=\tfrac32\), so \(c_1=\tfrac38\). The nodal value is wrong, and \(\int U'^2=4c_1^2=\tfrac9{16}\approx0.563\) is too high. Both conclusions fail with this quadrature.

## The mesh, the potential and the Galerkin condition in Lean

```lean
import Mathlib

open MeasureTheory Set

namespace FiniteElementPoisson
```

`IsMesh x N L` describes nodes in increasing order from 0 to \(L\), with at least one element and no condition on the element lengths.

```lean
/-- The points `x 0 < x 1 < ... < x N` divide `[0, L]` into `N ≥ 1` elements of any lengths. -/
structure IsMesh (x : ℕ → ℝ) (N : ℕ) (L : ℝ) : Prop where
  pos : 0 < N
  first : x 0 = 0
  last : x N = L
  strict : ∀ i j, i < j → j ≤ N → x i < x j
```

`IsPotential` takes \(u\), its derivative `du` and \(f\) as functions on the real line, but constrains them only on \([0,L]\). `HasDerivWithinAt` gives one-sided derivatives at the ends. The two derivative conditions and the continuity of \(f\) say that \(u\) is \(C^2\) on the closed interval. The existence of such a \(u\) for a given \(f\) is assumed.

```lean
/-- `u` is a potential on `[0, L]` with derivative `du`, continuous source `f`, Poisson equation
`-u'' = f`, and grounded ends. -/
structure IsPotential (u du f : ℝ → ℝ) (L : ℝ) : Prop where
  deriv_u : ∀ t ∈ Icc 0 L, HasDerivWithinAt u (du t) (Icc 0 L) t
  poisson : ∀ t ∈ Icc 0 L, HasDerivWithinAt du (-f t) (Icc 0 L) t
  cont : ContinuousOn f (Icc 0 L)
  left : u 0 = 0
  right : u L = 0
```

A piecewise-linear function is represented by its sequence of nodal values, of which only those with index up to \(N\) matter. `elementSlope x c k` is \(s_k(c)\).

```lean
/-- Slope on element `k` of the piecewise-linear function with nodal values `c`, for
`x k ≠ x (k + 1)`. -/
noncomputable def elementSlope (x c : ℕ → ℝ) (k : ℕ) : ℝ :=
  (c (k + 1) - c k) / (x (k + 1) - x k)
```

`onElement x c k` is the affine formula for the function on element \(k\). Neighbouring formulas agree at the shared node, so continuity is built in.

```lean
/-- The piecewise-linear function with nodal values `c`, as given on element `k`, for
`x k ≠ x (k + 1)`. -/
noncomputable def onElement (x c : ℕ → ℝ) (k : ℕ) (t : ℝ) : ℝ :=
  c k + elementSlope x c k * (t - x k)
```

`IsGalerkin` is the Galerkin condition, with both integrals written as sums over elements and the load integrated exactly.

```lean
/-- The piecewise-linear function `U` with nodal values `c` vanishes at both ends and satisfies
`∫ U' V' = ∫ f V`, summed over elements, for every such `V` with nodal values `v`. -/
def IsGalerkin (x : ℕ → ℝ) (N : ℕ) (f : ℝ → ℝ) (c : ℕ → ℝ) : Prop :=
  c 0 = 0 ∧ c N = 0 ∧ ∀ v : ℕ → ℝ, v 0 = 0 → v N = 0 →
    ∑ k ∈ Finset.range N, ∫ _t in (x k)..(x (k + 1)), elementSlope x c k * elementSlope x v k =
      ∑ k ∈ Finset.range N, ∫ t in (x k)..(x (k + 1)), f t * onElement x v k t
```

The trial functions could also have been modelled as real functions on \([0,L]\) that are affine on each element, with `deriv U` under a single integral. The statement would then look more like the textbook one. The proof would also have to construct interpolants, split the integrals and show that the undefined slopes at the nodes do not affect them.

## From one element to the nodal theorem

The first lemma places each element inside \([0,L]\), so that the hypotheses on \(u\) can be used there.

```lean
variable {x c v : ℕ → ℝ} {N : ℕ} {L : ℝ} {u du f : ℝ → ℝ}

/-- Every element of the mesh lies in `[0, L]`. -/
theorem IsMesh.element (h : IsMesh x N L) {k : ℕ} (hk : k < N) :
    Icc (x k) (x (k + 1)) ⊆ Icc 0 L := by
  have h0 : x 0 ≤ x k := by
    rcases Nat.eq_zero_or_pos k with e | p
    · rw [e]
    · exact (h.strict 0 k p hk.le).le
  have h1 : x (k + 1) ≤ x N := by
    rcases (Nat.succ_le_of_lt hk).eq_or_lt with e | l
    · exact (congrArg x e).le
    · exact (h.strict _ _ l le_rfl).le
  rw [h.first] at h0
  rw [h.last] at h1
  exact Icc_subset_Icc h0 h1
```

The next is \(s_k(c)\,h_k=c_{k+1}-c_k\), which needs \(h_k\neq0\).

```lean
/-- On a mesh element, slope times length is the difference of the nodal values. -/
theorem slope_mul_length (h : IsMesh x N L) (c : ℕ → ℝ) {k : ℕ} (hk : k < N) :
    elementSlope x c k * (x (k + 1) - x k) = c (k + 1) - c k := by
  have hne := (sub_pos.mpr (h.strict k (k + 1) (by omega) hk)).ne'
  unfold elementSlope
  field_simp
```

The fundamental theorem of calculus is then put in the form needed, with derivatives taken within a closed interval.

```lean
/-- The integral of a continuous derivative over `[a, b]` is the difference of end values. -/
theorem integral_derivative {F F' : ℝ → ℝ} {a b : ℝ} (hab : a ≤ b)
    (hF : ∀ t ∈ Icc a b, HasDerivWithinAt F (F' t) (Icc a b) t)
    (hc : ContinuousOn F' (Icc a b)) : ∫ t in a..b, F' t = F b - F a :=
  intervalIntegral.integral_eq_sub_of_hasDerivAt_of_le hab
    (fun t ht => (hF t ht).continuousWithinAt)
    (fun t ht => (hF t (Ioo_subset_Icc_self ht)).hasDerivAt (Icc_mem_nhds ht.1 ht.2))
    (hc.intervalIntegrable_of_Icc hab)
```

`load` is the load side of the derivation. `tele` is the telescoping sum of boundary terms, which is zero and is subtracted from the right-hand side so that the two sums can be compared element by element. On each element `integral_derivative` is applied to \(F=s_k(v)\,u-u'V\), and the final `linear_combination` matches the end values.

```lean
/-- The load integral of a piecewise-linear function that vanishes at both ends, written with
nodal differences of the exact potential. -/
theorem load (h : IsMesh x N L) (P : IsPotential u du f L) (v0 : v 0 = 0) (vN : v N = 0) :
    ∑ k ∈ Finset.range N, ∫ t in (x k)..(x (k + 1)), f t * onElement x v k t =
      ∑ k ∈ Finset.range N, elementSlope x v k * (u (x (k + 1)) - u (x k)) := by
  -- the boundary terms of the integrations by parts telescope to zero
  have tele := Finset.sum_range_sub (fun k => du (x k) * v k) N
  simp only [v0, vN, mul_zero, sub_zero] at tele
  rw [← sub_zero (∑ k ∈ Finset.range N, elementSlope x v k * (u (x (k + 1)) - u (x k))),
    ← tele, ← Finset.sum_sub_distrib]
  refine Finset.sum_congr rfl fun k hk => ?_
  have hk := Finset.mem_range.mp hk
  have hs := h.element hk
  have e := slope_mul_length h v hk
  simp only [onElement]
  generalize elementSlope x v k = s at e ⊢
  refine (integral_derivative (F := fun t => s * u t - du t * (v k + s * (t - x k)))
    (F' := fun t => f t * (v k + s * (t - x k))) (h.strict k (k + 1) (by omega) hk).le
    (fun t ht => ?_) ((P.cont.mono hs).mul (by fun_prop))).trans ?_
  · have l : HasDerivWithinAt (fun r => v k + s * (r - x k)) s (Icc (x k) (x (k + 1))) t :=
      ((((hasDerivWithinAt_id t _).sub_const (x k)).const_mul s).const_add
        (v k)).congr_deriv (mul_one _)
    exact ((((P.deriv_u t (hs ht)).mono hs).const_mul s).sub
      (((P.poisson t (hs ht)).mono hs).mul l)).congr_deriv (by ring)
  · linear_combination (-du (x (k + 1))) * e
```

`galerkin_iff_nodal` states that nodal values `c` satisfy the Galerkin condition exactly when `c k = u (x k)` for all `k ≤ N`. Given the potential \(u\), this yields both the existence of a Galerkin solution and its uniqueness at the nodes. In the proof, `stiff` is the stiffness side, `w` is the nodal error used as test function, and `z` is the vanishing sum of \(s_k(w)^2h_k\). The induction `all` carries \(w_0=0\) from node to node.

```lean
/-- A piecewise-linear function is the Galerkin solution exactly when it equals the exact
potential at every node. -/
theorem galerkin_iff_nodal (h : IsMesh x N L) (P : IsPotential u du f L) :
    IsGalerkin x N f c ↔ ∀ k ≤ N, c k = u (x k) := by
  have stiff : ∀ v : ℕ → ℝ, ∑ k ∈ Finset.range N,
      ∫ _t in (x k)..(x (k + 1)), elementSlope x c k * elementSlope x v k =
      ∑ k ∈ Finset.range N, elementSlope x v k * (c (k + 1) - c k) := by
    refine fun v => Finset.sum_congr rfl fun k hk => ?_
    simp only [intervalIntegral.integral_const, smul_eq_mul]
    linear_combination elementSlope x v k * slope_mul_length h c (Finset.mem_range.mp hk)
  constructor
  · rintro ⟨c0, cN, hG⟩
    -- test with the nodal error `w`
    obtain ⟨w, hw⟩ : ∃ w : ℕ → ℝ, ∀ k, w k = u (x k) - c k := ⟨_, fun _ => rfl⟩
    have w0 : w 0 = 0 := by rw [hw, h.first, P.left, c0, sub_zero]
    have wN : w N = 0 := by rw [hw, h.last, P.right, cN, sub_zero]
    have key := hG w w0 wN
    rw [stiff, load h P w0 wN] at key
    have hp : ∀ k < N, 0 < x (k + 1) - x k := fun k hk =>
      sub_pos.mpr (h.strict k (k + 1) (by omega) hk)
    have z : ∑ k ∈ Finset.range N, elementSlope x w k ^ 2 * (x (k + 1) - x k) = 0 := by
      rw [← sub_eq_zero.mpr key.symm, ← Finset.sum_sub_distrib]
      refine Finset.sum_congr rfl fun k hk => ?_
      have e := slope_mul_length h w (Finset.mem_range.mp hk)
      rw [hw, hw] at e
      linear_combination elementSlope x w k * e
    have z' := (Finset.sum_eq_zero_iff_of_nonneg (fun k hk =>
      mul_nonneg (sq_nonneg _) (hp k (Finset.mem_range.mp hk)).le)).mp z
    have all : ∀ k, k ≤ N → w k = 0 := by
      intro k
      induction k with
      | zero => exact fun _ => w0
      | succ k ih =>
        intro hk
        have s0 : elementSlope x w k = 0 := (pow_eq_zero_iff two_ne_zero).mp
          ((mul_eq_zero.mp (z' k (Finset.mem_range.mpr hk))).resolve_right (hp k hk).ne')
        have e := slope_mul_length h w hk
        rw [s0, zero_mul] at e
        linarith [ih (by omega)]
    intro k hk
    linarith [hw k, all k hk]
  · intro hn
    refine ⟨by rw [hn 0 (Nat.zero_le N), h.first, P.left],
      by rw [hn N le_rfl, h.last, P.right], fun v v0 vN => ?_⟩
    rw [stiff, load h P v0 vN]
    refine Finset.sum_congr rfl fun k hk => ?_
    have hk := Finset.mem_range.mp hk
    rw [hn k hk.le, hn (k + 1) hk]
```

## The energy deficit

`energy_identity` splits \(\int_0^L u'^2\) into element integrals. On each one, `z` and `e` together say that the mean of \(u'\) is the slope of \(U\), and `expand` rewrites \(u'^2\) as \((u'-s)^2+(2su'-s^2)\).

```lean
/-- For the Galerkin solution, the integral of `u'^2` is that of `U'^2` plus that of the squared
error of the derivative. -/
theorem energy_identity (h : IsMesh x N L) (P : IsPotential u du f L)
    (hG : IsGalerkin x N f c) :
    ∫ t in (0 : ℝ)..L, du t ^ 2 =
      (∑ k ∈ Finset.range N, ∫ _t in (x k)..(x (k + 1)), elementSlope x c k ^ 2) +
      ∑ k ∈ Finset.range N, ∫ t in (x k)..(x (k + 1)), (du t - elementSlope x c k) ^ 2 := by
  have hn := (galerkin_iff_nodal h P).mp hG
  have hc : ∀ k < N, ContinuousOn du (Icc (x k) (x (k + 1))) := fun k hk t ht =>
    ((P.poisson t (h.element hk ht)).mono (h.element hk)).continuousWithinAt
  have hi : ∀ k < N, IntervalIntegrable (fun t => du t ^ 2) volume (x k) (x (k + 1)) :=
    fun k hk => ((hc k hk).pow 2).intervalIntegrable_of_Icc (h.strict k (k + 1) (by omega) hk).le
  rw [← h.first, ← h.last, ← intervalIntegral.sum_integral_adjacent_intervals hi,
    ← Finset.sum_add_distrib]
  refine Finset.sum_congr rfl fun k hk => ?_
  have hk := Finset.mem_range.mp hk
  have hle := (h.strict k (k + 1) (by omega) hk).le
  have hd := hc k hk
  -- the mean of `u'` over the element is the slope of `U`
  have z := integral_derivative hle
    (fun t ht => (P.deriv_u t (h.element hk ht)).mono (h.element hk)) hd
  have e := slope_mul_length h c hk
  rw [hn k hk.le, hn (k + 1) hk] at e
  generalize elementSlope x c k = s at e ⊢
  have i1 : IntervalIntegrable (fun t => (du t - s) ^ 2) volume (x k) (x (k + 1)) :=
    ContinuousOn.intervalIntegrable_of_Icc hle (by fun_prop)
  have i2 : IntervalIntegrable (fun t => 2 * s * du t) volume (x k) (x (k + 1)) :=
    ContinuousOn.intervalIntegrable_of_Icc hle (by fun_prop)
  have i3 : IntervalIntegrable (fun t => 2 * s * du t - s ^ 2) volume (x k) (x (k + 1)) :=
    ContinuousOn.intervalIntegrable_of_Icc hle (by fun_prop)
  have expand : ∫ t in (x k)..(x (k + 1)), du t ^ 2 =
      ∫ t in (x k)..(x (k + 1)), ((du t - s) ^ 2 + (2 * s * du t - s ^ 2)) :=
    intervalIntegral.integral_congr (fun t _ => by ring)
  rw [expand, intervalIntegral.integral_add i1 i3,
    intervalIntegral.integral_sub i2 intervalIntegrable_const,
    intervalIntegral.integral_const_mul, z]
  simp only [intervalIntegral.integral_const, smul_eq_mul]
  linear_combination (-2 * s) * e
```

The last theorem combines three statements about a Galerkin solution: it is exact at every node, its \(\int U'^2\) is at most \(\int u'^2\), and the inequality is strict as soon as \(f(a)\neq0\) at one point \(a\) of \([0,L]\). It gives no rate at which the deficit shrinks as the mesh is refined. The integrals appear without the factor \(\varepsilon/2\), which does not change the comparison.

The inequality follows from the identity because the error integrals are nonnegative. For strictness, the proof finds an element containing \(a\). If `du` equalled the slope throughout that element, it would have the two derivatives \(0\) and \(-f(a)\) at \(a\), which the uniqueness of derivatives on an interval (`uniqueDiffOn_Icc`) rules out. `intervalIntegral.integral_pos` then makes that element's error integral positive.

```lean
/-- The Galerkin solution equals the exact potential at every node, yet its integral of `U'^2` is
at most that of `u'^2`, and strictly smaller if the source is nonzero somewhere on `[0, L]`. -/
theorem nodally_exact_energy_underestimated (h : IsMesh x N L) (P : IsPotential u du f L)
    (hG : IsGalerkin x N f c) :
    (∀ k ≤ N, c k = u (x k)) ∧
    ∑ k ∈ Finset.range N, ∫ _t in (x k)..(x (k + 1)), elementSlope x c k ^ 2 ≤
      ∫ t in (0 : ℝ)..L, du t ^ 2 ∧
    ∀ a ∈ Icc 0 L, f a ≠ 0 →
      ∑ k ∈ Finset.range N, ∫ _t in (x k)..(x (k + 1)), elementSlope x c k ^ 2 <
        ∫ t in (0 : ℝ)..L, du t ^ 2 := by
  rw [energy_identity h P hG]
  have nonneg : ∀ k ∈ Finset.range N,
      0 ≤ ∫ t in (x k)..(x (k + 1)), (du t - elementSlope x c k) ^ 2 := fun k hk =>
    intervalIntegral.integral_nonneg
      (h.strict k (k + 1) (by omega) (Finset.mem_range.mp hk)).le (fun t _ => sq_nonneg _)
  refine ⟨(galerkin_iff_nodal h P).mp hG, le_add_of_nonneg_right (Finset.sum_nonneg nonneg),
    fun a ha hf => lt_add_of_pos_right _ ?_⟩
  -- find the element that contains the point `a`
  obtain ⟨k, hk, hak⟩ : ∃ k, k < N ∧ a ∈ Icc (x k) (x (k + 1)) := by
    by_contra hne
    have H : ∀ k, k ≤ N → x k ≤ a := by
      intro k
      induction k with
      | zero => intro _; rw [h.first]; exact ha.1
      | succ k ih =>
        intro hk
        by_contra hlt
        exact hne ⟨k, hk, ih (by omega), (not_le.mp hlt).le⟩
    have hp := h.pos
    refine hne ⟨N - 1, by omega, H _ (by omega), ?_⟩
    rw [Nat.sub_add_cancel (show 1 ≤ N from hp), h.last]
    exact ha.2
  have hlt := h.strict k (k + 1) (by omega) hk
  have hs := h.element hk
  have hd : ContinuousOn (fun t => (du t - elementSlope x c k) ^ 2) (Icc (x k) (x (k + 1))) :=
    (ContinuousOn.sub (fun t ht => ((P.poisson t (hs ht)).mono hs).continuousWithinAt)
      continuousOn_const).pow 2
  -- a constant `u'` on this element would contradict `f a ≠ 0`
  obtain ⟨t, ht, hts⟩ : ∃ t ∈ Icc (x k) (x (k + 1)), du t ≠ elementSlope x c k := by
    by_contra hno
    have H : ∀ t ∈ Icc (x k) (x (k + 1)), du t = elementSlope x c k :=
      fun t ht => by_contra fun q => hno ⟨t, ht, q⟩
    have d0 := (hasDerivWithinAt_const a (Icc (x k) (x (k + 1)))
      (elementSlope x c k)).congr H (H a hak)
    have d1 := (P.poisson a ha).mono hs
    have uniq := uniqueDiffOn_Icc hlt a hak
    exact hf (neg_eq_zero.mp ((d1.derivWithin uniq).symm.trans (d0.derivWithin uniq)))
  have q : 0 < (du t - elementSlope x c k) ^ 2 :=
    lt_of_le_of_ne (sq_nonneg _) (pow_ne_zero 2 (sub_ne_zero.mpr hts)).symm
  exact Finset.sum_pos' nonneg ⟨k, Finset.mem_range.mpr hk,
    intervalIntegral.integral_pos hlt hd (fun t _ => sq_nonneg _) ⟨t, ht, q⟩⟩

end FiniteElementPoisson
```

```lean
#print axioms FiniteElementPoisson.nodally_exact_energy_underestimated
```

```
'FiniteElementPoisson.nodally_exact_energy_underestimated' depends on axioms: [propext, Classical.choice, Quot.sound]
```
